# Heron's iteration for the square root of r², started at r², converges to r for every positive real r

The lemma says that for real r > 0 the sequence that starts at y = r² and repeatedly replaces y by (y + r²/y)/2 tends to r. No physical system enters the statement, but r² may be read as, for instance, a positive eigenvalue of an overlap matrix, whose square root the iteration then finds. The arithmetic is exact, and the claim concerns single real numbers, not matrices. The attempt shows that each new error is the square of the old one divided by 2y, so that from the first step on the error is never negative and at least halves each time. It then squeezes the error between zero and a multiple of (1/2)^k.

This version doesn't compile in Lean 4 with Mathlib:

```lean
import Mathlib

open Matrix Filter Topology

namespace DenmanBeavers

noncomputable section

/-- The scalar Heron iteration `y ↦ (y + s / y) / 2` started at `s`, for `s > 0`. -/
def heron (s : ℝ) : ℕ → ℝ
  | 0 => s
  | k + 1 => (heron s k + s / heron s k) / 2

/-- The Heron iterates of a positive number are positive. -/
theorem heron_pos {s : ℝ} (hs : 0 < s) (k : ℕ) : 0 < heron s k := by
  induction k with
  | zero => exact hs
  | succ k ih =>
    change 0 < (heron s k + s / heron s k) / 2
    positivity

/-- The Heron iteration for `r ^ 2` converges to `r`, for positive `r`. -/
theorem heron_tendsto {r : ℝ} (hr : 0 < r) : Tendsto (heron (r ^ 2)) atTop (𝓝 r) := by
  have hp := heron_pos (pow_pos hr 2)
  -- the new error is quadratic in the old one
  have hstep : ∀ k, heron (r ^ 2) (k + 1) - r =
      (heron (r ^ 2) k - r) ^ 2 / (2 * heron (r ^ 2) k) := by
    intro k
    have hy := (hp k).ne'
    change (heron (r ^ 2) k + r ^ 2 / heron (r ^ 2) k) / 2 - r = _
    field_simp
    ring
  have hnn : ∀ k, 0 ≤ heron (r ^ 2) (k + 1) - r := by
    intro k
    have hy := hp k
    rw [hstep]
    positivity
  -- after the first step the error at least halves
  have hb : ∀ k, heron (r ^ 2) (k + 1) - r ≤ (heron (r ^ 2) 1 - r) * (1 / 2) ^ k := by
    intro k
    induction k with
    | zero => simp
    | succ k ih =>
      have hy := hp (k + 1)
      have hle : (heron (r ^ 2) (k + 1) - r) ^ 2 / (2 * heron (r ^ 2) (k + 1)) ≤
          (heron (r ^ 2) (k + 1) - r) / 2 := by
        rw [div_le_div_iff₀ (by positivity) (by norm_num)]
        nlinarith [mul_nonneg (hnn k) hr.le]
      rw [hstep (k + 1), pow_succ]
      linarith
  have h0 := (tendsto_pow_atTop_nhds_zero_of_lt_one (by norm_num : (0 : ℝ) ≤ 1 / 2)
    (by norm_num)).const_mul (heron (r ^ 2) 1 - r)
  rw [mul_zero] at h0
  have h1 := (squeeze_zero hnn hb h0).add_const r
  simp only [sub_add_cancel, zero_add] at h1
  exact (tendsto_add_atTop_iff_nat 1).mp h1

end

end DenmanBeavers
```

Lean reports:

```
Main.lean:50:6: error: linarith failed to find a contradiction
case succ
r : ℝ
hr : 0 < r
hp : ∀ (k : ℕ), 0 < heron (r ^ 2) k
hstep : ∀ (k : ℕ), heron (r ^ 2) (k + 1) - r = (heron (r ^ 2) k - r) ^ 2 / (2 * heron (r ^ 2) k)
hnn : ∀ (k : ℕ), 0 ≤ heron (r ^ 2) (k + 1) - r
k : ℕ
ih : heron (r ^ 2) (k + 1) - r ≤ (heron (r ^ 2) 1 - r) * (1 / 2) ^ k
hy : 0 < heron (r ^ 2) (k + 1)
hle : (heron (r ^ 2) (k + 1) - r) ^ 2 / (2 * heron (r ^ 2) (k + 1)) ≤ (heron (r ^ 2) (k + 1) - r) / 2
a✝ :
  (heron (r ^ 2) 1 - r) * (1 / 2) ^ (k + 1) <
    (heron (r ^ 2) (k + 1) - r) ^ 1 * (heron (r ^ 2) (k + 1) - r) / (2 * heron (r ^ 2) (k + 1))
⊢ False
failed
```

Diagnosis. The error is in the induction step of `hb`, the halving bound. After `rw [hstep (k + 1)]` the goal has a squared error on the left and `(1 / 2) ^ (k + 1)` on the right. The bare `pow_succ` was meant for the second, but its pattern, a power with exponent `n + 1`, also fits an exponent of 2, and `rw` settled on the square. The message shows the result: the square has become `(heron (r ^ 2) (k + 1) - r) ^ 1 * (heron (r ^ 2) (k + 1) - r)`, while `(1 / 2) ^ (k + 1)` is untouched. The hypothesis `ih` speaks only of `(1 / 2) ^ k`, and `linarith` had no linear relation between the two powers, so it failed.

The repair gives `pow_succ` its base and exponent, `(1 / 2 : ℝ)` and `k`, so that only the intended power is rewritten, to `(1 / 2) ^ k * (1 / 2)`. The goal then follows linearly from `hle` and half of `ih`, and `linarith` closes it.

After these edits no error is left:

```diff
@@ -47,5 +47,5 @@
         rw [div_le_div_iff₀ (by positivity) (by norm_num)]
         nlinarith [mul_nonneg (hnn k) hr.le]
-      rw [hstep (k + 1), pow_succ]
+      rw [hstep (k + 1), pow_succ (1 / 2 : ℝ) k]
       linarith
   have h0 := (tendsto_pow_atTop_nhds_zero_of_lt_one (by norm_num : (0 : ℝ) ≤ 1 / 2)
```
